# Completing the square in a two-block eigenvalue problem when the trial vector keeps the eigenvector's first block up to a factor

In a finite basis split into two blocks of equal size, let the Hamiltonian have blocks `A`, `B`, `Bᴴ`, `D` and let the overlap matrix be block diagonal, with blocks `S` and `M` and no overlap between the two parts of the basis. Let `(u, y)` solve the generalised eigenvalue equations at a real energy `E`, with `E M - D` Hermitian. The theorem `completed_square` says that for a trial vector `(α u, z)`, with any complex `α` and any `z`, the Hamiltonian's quadratic form minus `E` times the overlap form equals minus the quadratic form of `E M - D` at `z - α y`. No vector is normalised; where the trial vector's overlap form is nonzero, dividing by it turns the left side into the trial energy minus `E`. The attempt uses the second eigenvalue equation to write the coupling terms as matrix elements of `E M - D`, pairs the first equation with `u`, expands the square and combines the resulting identities linearly.

The failing Lean file:

```lean
import Mathlib

open Matrix
open scoped ComplexOrder

namespace CompletedSquare

noncomputable section

variable {n : Type*} [Fintype n]

/-- The matrix element `x† K z` of a matrix `K` between two coefficient vectors. -/
def braket (x : n → ℂ) (K : Matrix n n ℂ) (z : n → ℂ) : ℂ := star x ⬝ᵥ K *ᵥ z

/-- Conjugating a matrix element exchanges bra and ket and takes the adjoint of the matrix. -/
theorem braket_star (x : n → ℂ) (K : Matrix n n ℂ) (z : n → ℂ) :
    star (braket x K z) = braket z Kᴴ x := by
  unfold braket
  rw [← Matrix.star_dotProduct, Matrix.star_mulVec, ← Matrix.dotProduct_mulVec]

/-- Let `(u, y)` be an eigenvector at `E`, with `E M - D` Hermitian. The quadratic form of the
pencil at `E`, taken at a trial vector `(α u, z)`, is minus that of `E M - D` at `z - α y`. -/
theorem completed_square {A B D S M : Matrix n n ℂ} {u y : n → ℂ} {E : ℝ}
    (hN : ((E : ℂ) • M - D).IsHermitian)
    (hL : A *ᵥ u + B *ᵥ y = (E : ℂ) • (S *ᵥ u))
    (hs : Bᴴ *ᵥ u + D *ᵥ y = (E : ℂ) • (M *ᵥ y)) (α : ℂ) (z : n → ℂ) :
    star α * α * (braket u A u - E * braket u S u) + star α * braket u B z +
      α * braket z Bᴴ u + (braket z D z - E * braket z M z) =
    -braket (z - α • y) ((E : ℂ) • M - D) (z - α • y) := by
  have split : ∀ x w : n → ℂ, braket x ((E : ℂ) • M - D) w =
      E * braket x M w - braket x D w := by
    intro x w
    simp only [braket, Matrix.sub_mulVec, Matrix.smul_mulVec, dotProduct_sub, dotProduct_smul,
      smul_eq_mul]
  -- the small-component equation eliminates the coupling block
  have h1 : ∀ x, braket x Bᴴ u = braket x ((E : ℂ) • M - D) y := by
    intro x
    have h := congrArg (fun t => star x ⬝ᵥ t) hs
    simp only [dotProduct_add, dotProduct_smul, smul_eq_mul] at h
    rw [split]
    simp only [braket]
    linear_combination h
  have h2 : ∀ x, braket u B x = braket y ((E : ℂ) • M - D) x := by
    intro x
    have h := congrArg star (h1 x)
    rwa [braket_star, braket_star, Matrix.conjTranspose_conjTranspose, hN.eq] at h
  have h3 : braket u A u + braket u B y = E * braket u S u := by
    have h := congrArg (fun t => star u ⬝ᵥ t) hL
    simpa only [dotProduct_add, dotProduct_smul, smul_eq_mul] using h
  have expand : ∀ K : Matrix n n ℂ, braket (z - α • y) K (z - α • y) =
      braket z K z - α * braket z K y - star α * braket y K z +
        star α * α * braket y K y := by
    intro K
    simp only [braket, Matrix.mulVec_sub, Matrix.mulVec_smul, star_sub, star_smul,
      sub_dotProduct, dotProduct_sub, smul_dotProduct, dotProduct_smul, smul_eq_mul]
    ring
  rw [h2 y] at h3
  rw [expand, h2 z, h1 z]
  linear_combination star α * α * h3 + split z z

end

end CompletedSquare
```

Messages:

```
Main.lean:49:4: error: Type mismatch: After simplification, term
  h
 has type
  @Eq ℂ (star u ⬝ᵥ A *ᵥ u + star u ⬝ᵥ B *ᵥ y) (↑E * star u ⬝ᵥ S *ᵥ u)
but is expected to have type
  @Eq ℂ (braket u A u + braket u B y) (↑E * braket u S u)
```

The mended proof, as a diff:

```diff
@@ -47,5 +47,5 @@
   have h3 : braket u A u + braket u B y = E * braket u S u := by
     have h := congrArg (fun t => star u ⬝ᵥ t) hL
-    simpa only [dotProduct_add, dotProduct_smul, smul_eq_mul] using h
+    simpa only [braket, dotProduct_add, dotProduct_smul, smul_eq_mul] using h
   have expand : ∀ K : Matrix n n ℂ, braket (z - α • y) K (z - α • y) =
       braket z K z - α * braket z K y - star α * braket y K z +
```

The error is in the proof of `h3`, the first eigenvalue equation paired with `u`. The message shows that, after simplification, `h` is an equation between explicit dot products such as `star u ⬝ᵥ A *ᵥ u`, while the goal still speaks of `braket u A u`. By the definition of `braket` the two say the same thing, but `simpa only` simplifies with just the lemmas it is given, and `braket` was not in the list. Nor did the final comparison of `h` with the goal bridge the gap, since `braket` is an ordinary definition, which `simpa` does not unfold at that step.

The diff's one change adds `braket` to the list. The simplifier then unfolds it in the goal, which becomes the same equation between dot products as `h`, and `h` closes it.
